# The point Gauss-Seidel symbol at frequency (π, 0) tends to 1 as the coupling in the first direction tends to 0 from above

The failing declaration, `pointSymbol_tendsto_one`, concerns the symbol of lexicographic point Gauss-Seidel for the five-point discretisation of -e u_xx - u_yy with equal mesh spacings. At real frequencies (a, b) the file defines it as (e exp(ia) + exp(ib))/(2 + 2e - e exp(-ia) - exp(-ib)), so the anisotropy e weights the coupling in the first direction. The declaration states that at the fixed frequency (π, 0) this symbol tends to 1 as e tends to 0 through positive values. The preceding theorem shows that the symbol there equals (1 - e)/(1 + 3e). The attempt proves by continuity that this real quotient tends to 1 as e tends to 0, then restricts the limit to positive e and carries it over to the complex numbers.

As first written in Lean, the proof fails:

```lean
import Mathlib

open Complex (I exp)
open Filter Topology

namespace AnisotropicSmoothing

noncomputable section

/-- The symbol of point Gauss-Seidel. -/
def pointSymbol (e a b : ℝ) : ℂ :=
  (e * exp (a * I) + exp (b * I)) / (2 + 2 * e - e * exp (-(a * I)) - exp (-(b * I)))

/-- At the frequency `(π, 0)` the point symbol equals `(1 - e) / (1 + 3 e)`. -/
theorem pointSymbol_pi_zero (e : ℝ) :
    pointSymbol e Real.pi 0 = (((1 - e) / (1 + 3 * e) : ℝ) : ℂ) := by
  have h1 : exp (-(Real.pi * I)) = -1 := by
    rw [Complex.exp_neg, Complex.exp_pi_mul_I]
    norm_num
  rw [pointSymbol, h1, Complex.exp_pi_mul_I]
  simp only [Complex.ofReal_zero, zero_mul, neg_zero, Complex.exp_zero]
  push_cast
  congr 1 <;> ring

/-- The point symbol at `(π, 0)` tends to 1 as the anisotropy `e` tends to 0 from above. -/
theorem pointSymbol_tendsto_one :
    Tendsto (fun e : ℝ => pointSymbol e Real.pi 0) (𝓝[>] 0) (𝓝 1) := by
  have hc : ContinuousAt (fun e : ℝ => (1 - e) / (1 + 3 * e)) 0 :=
    ContinuousAt.div (by fun_prop) (by fun_prop) (by norm_num)
  have h : Tendsto (fun e : ℝ => (1 - e) / (1 + 3 * e)) (𝓝 0) (𝓝 1) := by
    convert hc.tendsto using 2
    norm_num
  have h2 := (Complex.continuous_ofReal.tendsto 1).comp (h.mono_left nhdsWithin_le_nhds)
  simpa only [pointSymbol_pi_zero, Complex.ofReal_one, Function.comp_def] using h2

end

end AnisotropicSmoothing
```

Messages:

```
Main.lean:33:13: error: don't know how to synthesize implicit argument `x`
  @Tendsto.comp ℝ ℝ ℂ (fun e => (1 - e) / (1 + 3 * e)) Complex.ofReal (𝓝[?m.286] 0) (𝓝 1) (𝓝 ↑1)
    (Continuous.tendsto Complex.continuous_ofReal 1) (Tendsto.mono_left h nhdsWithin_le_nhds)
context:
hc : ContinuousAt (fun e => (1 - e) / (1 + 3 * e)) 0
h : Tendsto (fun e => (1 - e) / (1 + 3 * e)) (𝓝 0) (𝓝 1)
⊢ Filter ℝ
Main.lean:33:57: error: don't know how to synthesize implicit argument `y`
  @Tendsto.mono_left ℝ ℝ (fun e => (1 - e) / (1 + 3 * e)) (𝓝 0) (𝓝[?m.286] 0) (𝓝 1) h nhdsWithin_le_nhds
context:
hc : ContinuousAt (fun e => (1 - e) / (1 + 3 * e)) 0
h : Tendsto (fun e => (1 - e) / (1 + 3 * e)) (𝓝 0) (𝓝 1)
⊢ Filter ℝ
Main.lean:33:69: error: don't know how to synthesize implicit argument `s`
  @nhdsWithin_le_nhds ℝ PseudoMetricSpace.toUniformSpace.toTopologicalSpace 0 ?m.286
context:
hc : ContinuousAt (fun e => (1 - e) / (1 + 3 * e)) 0
h : Tendsto (fun e => (1 - e) / (1 + 3 * e)) (𝓝 0) (𝓝 1)
⊢ Set ℝ
Main.lean:33:7: error: failed to infer `have` declaration type
Main.lean:27:69: error: unsolved goals
hc : ContinuousAt (fun e => (1 - e) / (1 + 3 * e)) 0
h : Tendsto (fun e => (1 - e) / (1 + 3 * e)) (𝓝 0) (𝓝 1)
⊢ Tendsto (fun e => pointSymbol e Real.pi 0) (𝓝[>] 0) (𝓝 1)
```

Diagnosis. The lemma `nhdsWithin_le_nhds` says that `𝓝[s] a ≤ 𝓝 a` for any set `s`, which is an implicit argument. In the line defining `h2`, the hypothesis `h` fixes the point as 0, but nothing fixes `s`. The `have` states no type, and the goal, which does mention `𝓝[>] 0`, is not consulted when `h2` is elaborated.

The first three messages report this one gap, `?m.286`, as it appears in `Tendsto.comp`, in `Tendsto.mono_left` and in `nhdsWithin_le_nhds` itself. The fourth says that the type of `h2` could not be inferred as a result, and the fifth that the theorem's goal was left unproved.

The repair first states the restricted limit as `h1`, with the filter `𝓝[>] 0` written out. Matching `h.mono_left nhdsWithin_le_nhds` against that type tells Lean that `s` is the set of positive reals. The composition with `h1` then has a fully determined type, so `h2` needs no annotation, and the final `simpa` works unchanged.

Fix (accepted with no message):

```diff
@@ -31,5 +31,7 @@
     convert hc.tendsto using 2
     norm_num
-  have h2 := (Complex.continuous_ofReal.tendsto 1).comp (h.mono_left nhdsWithin_le_nhds)
+  have h1 : Tendsto (fun e : ℝ => (1 - e) / (1 + 3 * e)) (𝓝[>] 0) (𝓝 1) :=
+    h.mono_left nhdsWithin_le_nhds
+  have h2 := (Complex.continuous_ofReal.tendsto 1).comp h1
   simpa only [pointSymbol_pi_zero, Complex.ofReal_one, Function.comp_def] using h2
 
```
